# With fewer Auger channels than degenerate core holes, the effective Hamiltonian keeps an undamped state

## Two core holes and one channel

Take two core-hole states with the same energy E and a single Auger channel, into which they decay with amplitudes a and b, both nonzero and scaled so that |a|² and |b|² are the widths of the two states taken alone. A superposition ψ = (ψ₁, ψ₂) reaches the channel with amplitude

aψ₁ + bψ₂.

One linear condition on two coefficients leaves a solution. The normalised state

ψ_dark = (b, −a) / √(|a|² + |b|²)

has amplitude (ab − ba)/√(|a|² + |b|²) = 0, so its two decay paths cancel and it doesn't decay. The orthogonal state carries the whole width Γ = |a|² + |b|². A hole created in the first state therefore decays only in part: a population |b|²/(|a|² + |b|²) remains in the dark state at long times.

The general case has m degenerate states and r channels, with r < m. Channels that differ only in a magnetic quantum number count separately. The indices `n` and `c` below label the core-hole states and the channels, both finite in number.

```lean
import Mathlib

open Matrix Module

namespace MissingAugerChannels

noncomputable section

variable {n c : Type*} [Fintype n] [Fintype c]
```

## Decay as an anti-Hermitian term

Let H be the Hamiltonian matrix of the core-hole states. The entry W_kj of the channel matrix W is the decay amplitude from state j into channel k, with the golden-rule factor √(2πρ) absorbed in it, where ρ is the density of final states and ħ = 1. The effective Hamiltonian is

H_eff = H − (i/2) W*W,

where W* is the adjoint, written `Wᴴ` in Lean. The model takes W to be independent of energy and includes no level shift beyond what is already in H. Only decays listed in W count, so "infinite lifetime" means no decay into those channels; fluorescence, for instance, needs rows of its own.

```lean
/-- The effective Hamiltonian `H - (i/2) W* W` of core-hole states that decay through the
channels listed by the rows of `W`. -/
def effHam (H : Matrix n n ℂ) (W : Matrix c n ℂ) : Matrix n n ℂ :=
  H - (Complex.I / 2) • (Wᴴ * W)
```

A level is an eigenspace, and its multiplicity is the dimension of that eigenspace. The energy z may be complex, because H_eff generally has complex eigenvalues.

```lean
/-- The eigenspace of the matrix `A` at the complex energy `z`. -/
def level (A : Matrix n n ℂ) (z : ℂ) : Submodule ℂ (n → ℂ) :=
  Module.End.eigenspace A.mulVecLin z
```

The dark states at z satisfy two conditions:

Hψ = zψ and Wψ = 0.

They form the intersection (`⊓`) of the level with the kernel of W.

```lean
/-- The dark states at energy `z`: states in the level `z` of `H` whose amplitude into every
decay channel vanishes. -/
def darkSpace (H : Matrix n n ℂ) (W : Matrix c n ℂ) (z : ℂ) : Submodule ℂ (n → ℂ) :=
  level H z ⊓ LinearMap.ker W.mulVecLin
```

Two translations serve the later steps. The first turns membership in a level into the eigenvalue equation.

```lean
/-- A state lies in the level `z` of `A` exactly when it solves `A ψ = z ψ`. -/
theorem mem_level {A : Matrix n n ℂ} {z : ℂ} {ψ : n → ℂ} :
    ψ ∈ level A z ↔ A *ᵥ ψ = z • ψ :=
  Module.End.mem_eigenspace_iff
```

The second writes out the action of H_eff, with emission into the channels followed by return from them:

H_eff ψ = Hψ − (i/2) W*(Wψ).

```lean
/-- The effective Hamiltonian acts as `H` minus `i/2` times emission into the channels followed
by return from them. -/
theorem effHam_mulVec (H : Matrix n n ℂ) (W : Matrix c n ℂ) (ψ : n → ℂ) :
    effHam H W *ᵥ ψ = H *ᵥ ψ - (Complex.I / 2) • (Wᴴ *ᵥ (W *ᵥ ψ)) := by
  rw [effHam, Matrix.sub_mulVec, Matrix.smul_mulVec, Matrix.mulVec_mulVec]
```

## Dark states remain eigenvectors

If Hψ = zψ and Wψ = 0, then

H_eff ψ = zψ − (i/2) W*0 = zψ.

The dark space therefore lies inside the z-level of H_eff. The proof substitutes the two conditions, `h1` and `h2`, into the formula above. H need not be Hermitian here.

```lean
/-- Every dark state is an eigenvector of the effective Hamiltonian at the same energy. -/
theorem darkSpace_le (H : Matrix n n ℂ) (W : Matrix c n ℂ) (z : ℂ) :
    darkSpace H W z ≤ level (effHam H W) z := by
  intro ψ hψ
  have h1 : H *ᵥ ψ = z • ψ := mem_level.1 hψ.1
  have h2 : W *ᵥ ψ = 0 := hψ.2
  rw [mem_level, effHam_mulVec, h1, h2, Matrix.mulVec_zero, smul_zero, sub_zero]
```

## The width equals the total emission

The converse uses an expectation value, and for that the squared norm is needed as a sum of populations:

ψ*·ψ = Σᵢ |ψᵢ|² = ‖ψ‖².

```lean
/-- The squared norm of a state as a sum of populations. -/
theorem star_dot_self {k : Type*} [Fintype k] (v : k → ℂ) :
    star v ⬝ᵥ v = ((∑ i, ‖v i‖ ^ 2 : ℝ) : ℂ) := by
  push_cast
  exact Finset.sum_congr rfl fun i _ => Complex.conj_mul' (v i)
```

Now let H be Hermitian and H_eff ψ = zψ. Multiplying by ψ* from the left gives

ψ*·Hψ − (i/2) ‖Wψ‖² = z ‖ψ‖².

The first term is real because H is Hermitian, so the imaginary parts give

Im z · ‖ψ‖² = −½ ‖Wψ‖².

For a normalised eigenvector the width −2 Im z is thus the sum of the partial widths |(Wψ)_k|² over the channels k.

In the proof, `hreal` shows that the expectation value of H equals its own conjugate, and `him` concludes that its imaginary part vanishes. `hW` moves W* to the left factor, which turns the second term into ‖Wψ‖². `key` is the projected eigenvalue equation, and `aux` compares imaginary parts.

```lean
/-- Width identity: for Hermitian `H` and an eigenvector `ψ` of the effective Hamiltonian with
eigenvalue `z`, `Im z` times the norm squared of `ψ` is minus half the total emission `‖W ψ‖²`. -/
theorem width_identity {H : Matrix n n ℂ} (hH : H.IsHermitian) {W : Matrix c n ℂ}
    {z : ℂ} {ψ : n → ℂ} (h : effHam H W *ᵥ ψ = z • ψ) :
    z.im * ∑ i, ‖ψ i‖ ^ 2 = -(1 / 2) * ∑ k, ‖(W *ᵥ ψ) k‖ ^ 2 := by
  -- the expectation value of the Hermitian part is real
  have hreal : star ψ ⬝ᵥ (H *ᵥ ψ) = star (star ψ ⬝ᵥ (H *ᵥ ψ)) := by
    calc star ψ ⬝ᵥ (H *ᵥ ψ) = star (star (H *ᵥ ψ) ⬝ᵥ ψ) := Matrix.star_dotProduct _ _
      _ = star (star ψ ⬝ᵥ (H *ᵥ ψ)) := by
        rw [Matrix.star_mulVec, hH.eq, ← Matrix.dotProduct_mulVec]
  have him : (star ψ ⬝ᵥ (H *ᵥ ψ)).im = 0 := by
    have h1 := congrArg Complex.im hreal
    rw [Complex.star_def, Complex.conj_im] at h1
    linarith
  -- the expectation value of `W* W` is the total emission
  have hW : star ψ ⬝ᵥ (Wᴴ *ᵥ (W *ᵥ ψ)) = star (W *ᵥ ψ) ⬝ᵥ (W *ᵥ ψ) := by
    rw [Matrix.dotProduct_mulVec, ← Matrix.star_mulVec]
  have key : star ψ ⬝ᵥ (effHam H W *ᵥ ψ) = star ψ ⬝ᵥ (z • ψ) := by rw [h]
  rw [effHam_mulVec, dotProduct_sub, dotProduct_smul, dotProduct_smul, hW,
    star_dot_self, star_dot_self, smul_eq_mul, smul_eq_mul] at key
  -- compare imaginary parts
  have aux : ∀ (a : ℂ) (S N : ℝ), a.im = 0 → a - Complex.I / 2 * (S : ℂ) = z * (N : ℂ) →
      z.im * N = -(1 / 2) * S := by
    intro a S N ha h2
    have h3 := congrArg Complex.im h2
    simp [ha] at h3
    linarith
  exact aux _ _ _ him key
```

If the eigenvalue is a real number E, the left side vanishes and

Σ_k |(Wψ)_k|² = 0.

Every term is non-negative, so every channel amplitude is zero. Then Wψ = 0, and the eigenvalue equation reduces to Hψ = Eψ. For Hermitian H, the undamped eigenvectors of H_eff at E are exactly the dark states.

For an arbitrary complex H this equality can fail. With one state, H = E + i/2 and W = 1, the gain in H balances the decay: H_eff = E is real although the state emits.

```lean
/-- For Hermitian `H` and real energy `E`, the eigenvectors of the effective Hamiltonian at `E`
are exactly the dark states. -/
theorem level_effHam_eq_darkSpace {H : Matrix n n ℂ} (hH : H.IsHermitian)
    (W : Matrix c n ℂ) (E : ℝ) :
    level (effHam H W) (E : ℂ) = darkSpace H W (E : ℂ) := by
  refine le_antisymm (fun ψ hψ => ?_) (darkSpace_le H W E)
  have h := mem_level.1 hψ
  -- a real eigenvalue has no width, so nothing is emitted
  have hw := width_identity hH h
  rw [Complex.ofReal_im, zero_mul] at hw
  have hs : ∑ k, ‖(W *ᵥ ψ) k‖ ^ 2 = 0 := by linarith
  have hW : W *ᵥ ψ = 0 := by
    funext k
    have hk := (Finset.sum_eq_zero_iff_of_nonneg
      (fun k _ => sq_nonneg ‖(W *ᵥ ψ) k‖)).1 hs k (Finset.mem_univ k)
    exact norm_eq_zero.1 ((pow_eq_zero_iff two_ne_zero).1 hk)
  rw [effHam_mulVec, hW, Matrix.mulVec_zero, smul_zero, sub_zero] at h
  exact ⟨mem_level.2 h, hW⟩
```

## Counting the states that the channels miss

Let L be the z-level of H, with dimension m, let K be the kernel of W, and let N be the number of core-hole states. Rank-nullity gives dim K = N − rank W. The dimension formula for subspaces then gives

dim(L ∩ K) = m + dim K − dim(L + K)
 ≥ m + (N − rank W) − N
 = m − rank W.

Since L ∩ K is the dark space and lies in the z-level of H_eff, whose dimension we call d,

m ≤ d + rank W and rank W ≤ r.

Together these give d ≥ m − r. The additive form also holds when there are at least as many channels as states. The bound is true for any square complex H and any complex z; the Hermitian matrix with a real level is the physical case.

In the proof, `h1` is the dimension formula, `h2` bounds dim(L + K) by N, `h3` is rank-nullity and `h4` is the inclusion of the dark space. The tactic `omega` combines the four integer relations.

```lean
/-- Missing channels: the multiplicity of a level of `H` exceeds the dimension of the eigenspace
of the effective Hamiltonian at the same energy by at most the rank of `W`, and this rank is at
most the number of channels. -/
theorem missing_channels (H : Matrix n n ℂ) (W : Matrix c n ℂ) (z : ℂ) :
    finrank ℂ (level H z) ≤ finrank ℂ (level (effHam H W) z) + W.rank ∧
      W.rank ≤ Fintype.card c := by
  refine ⟨?_, Matrix.rank_le_card_height W⟩
  -- dimension formula for the level and the kernel of `W`, then rank-nullity
  have h1 := Submodule.finrank_sup_add_finrank_inf_eq (level H z) (LinearMap.ker W.mulVecLin)
  have h2 := Submodule.finrank_le (level H z ⊔ LinearMap.ker W.mulVecLin)
  have h3 := LinearMap.finrank_range_add_finrank_ker W.mulVecLin
  have h4 := Submodule.finrank_mono (darkSpace_le H W z)
  unfold darkSpace at h4
  unfold Matrix.rank
  omega
```

In a calculation, this step is a small singular value decomposition. Put an orthonormal basis of the degenerate level into the columns of a matrix V and form the r × m matrix WV. Each vector x with WVx = 0 gives a dark state Vx, and there are at least m − r independent ones. A 2p₃/₂ hole in argon has four degenerate states, one for each magnetic quantum number. If the ion is left in the ¹S₀ state with two 3s holes, the Auger electron is a p₃/₂ wave with four magnetic components. These are four channels, and by rotational symmetry they give all four hole states the same width. A calculation that keeps only three of them, and no other channels, leaves one hole state with zero width. Whatever this state contributes to the computed photoelectron spectrum has no Auger broadening, which reflects the truncated channel list and not the atom.

## A state whose populations never decay

Let E be real and r < m. Then d ≥ m − r > 0, and H_eff has a nonzero eigenvector ψ at E. Set

Ψ(t) = e^(−iEt) ψ.

With ħ = 1,

dΨ/dt = −iE Ψ = −i H_eff Ψ,

and |Ψᵢ(t)| = |ψᵢ| for every i and t, because the phase factor has modulus one. This is the precise sense of infinite lifetime here: some nonzero initial state keeps all its populations constant. Other initial states may decay, wholly or in part.

The hypothesis `hfew` is r < m. The proof takes the eigenvector from the preceding bound; `hn` shows that the phase has modulus one, and `hlin` differentiates the exponent before the chain rule is applied.

```lean
/-- If a real level `E` of `H` has multiplicity larger than the number of channels, the
Schrödinger equation of the effective Hamiltonian (with `ħ = 1`) has a nonzero solution whose
populations stay constant for all times. -/
theorem exists_infinite_lifetime (H : Matrix n n ℂ) (W : Matrix c n ℂ) (E : ℝ)
    (hfew : Fintype.card c < finrank ℂ (level H (E : ℂ))) :
    ∃ Ψ : ℝ → n → ℂ, Ψ 0 ≠ 0 ∧
      (∀ t, HasDerivAt Ψ ((-Complex.I) • (effHam H W *ᵥ Ψ t)) t) ∧
      ∀ t i, ‖Ψ t i‖ = ‖Ψ 0 i‖ := by
  have hpos : 0 < finrank ℂ (level (effHam H W) (E : ℂ)) := by
    have h := missing_channels H W (E : ℂ)
    omega
  have hne : level (effHam H W) (E : ℂ) ≠ ⊥ := by
    intro hb
    rw [hb] at hpos
    simp at hpos
  obtain ⟨ψ, hψ, h0⟩ := Submodule.exists_mem_ne_zero_of_ne_bot hne
  have hE := mem_level.1 hψ
  -- the stationary state only acquires a phase
  have hn : ∀ t : ℝ, ‖Complex.exp (-(Complex.I * E) * (t : ℂ))‖ = 1 := by
    intro t
    simp [Complex.norm_exp]
  refine ⟨fun t => Complex.exp (-(Complex.I * E) * (t : ℂ)) • ψ, ?_, ?_, ?_⟩
  · simpa using h0
  · intro t
    have hlin : HasDerivAt (fun s : ℝ => -(Complex.I * E) * (s : ℂ)) (-(Complex.I * E)) t := by
      simpa using (hasDerivAt_id t).ofReal_comp.const_mul (-(Complex.I * (E : ℂ)))
    refine (hlin.cexp.smul_const ψ).congr_deriv ?_
    simp only [Matrix.mulVec_smul, hE, smul_smul]
    congr 1
    ring
  · intro t i
    simp only [Pi.smul_apply, smul_eq_mul, norm_mul, hn]
```

## When all states share one energy

The bound with rank W is attained when H = E·1 with E real. Every state then lies in the level, so the dark space is the whole kernel of W, and

d + rank W = N.

Two channels with proportional amplitudes count only once, because the rank and not the number of rows enters. In Lean, `hH` checks that E·1 is Hermitian and `htop` that its level is the whole space. The equality with the dark space and rank-nullity finish the count.

```lean
/-- Sharpness: if all states share one real energy `E`, the dimension of the eigenspace of the
effective Hamiltonian at `E` and the rank of `W` add up to the number of states. -/
theorem fully_degenerate [DecidableEq n] (W : Matrix c n ℂ) (E : ℝ) :
    finrank ℂ (level (effHam ((E : ℂ) • (1 : Matrix n n ℂ)) W) (E : ℂ)) + W.rank
      = Fintype.card n := by
  have hH : ((E : ℂ) • (1 : Matrix n n ℂ)).IsHermitian := by
    simp [Matrix.IsHermitian, Matrix.conjTranspose_smul]
  have htop : level ((E : ℂ) • (1 : Matrix n n ℂ)) (E : ℂ) = ⊤ := by
    refine eq_top_iff.2 fun ψ _ => ?_
    rw [mem_level, Matrix.smul_mulVec, Matrix.one_mulVec]
  have h := LinearMap.finrank_range_add_finrank_ker W.mulVecLin
  rw [Module.finrank_fintype_fun_eq_card] at h
  rw [level_effHam_eq_darkSpace hH, darkSpace, htop, top_inf_eq]
  unfold Matrix.rank
  omega

end

end MissingAugerChannels
```

```lean
#print axioms MissingAugerChannels.exists_infinite_lifetime
#print axioms MissingAugerChannels.fully_degenerate
```

```
'MissingAugerChannels.exists_infinite_lifetime' depends on axioms: [propext, Classical.choice, Quot.sound]
'MissingAugerChannels.fully_degenerate' depends on axioms: [propext, Classical.choice, Quot.sound]
```

## Lifting the degeneracy

Near-degeneracy is not enough to guarantee a dark state. Return to the two states with one channel, with equal amplitudes a = b ≠ 0, and split their energies to E + δ and E − δ. For δ ≠ 0 each eigenvector of H now reaches the channel, so no dark state is left. In the basis of the bright and the dark combination, H_eff becomes

( E − iΓ/2  δ )
( δ  E )

with Γ = 2|a|². For |δ| much smaller than Γ, second-order perturbation theory, which goes a step further than the theorems above, gives the formerly dark state the width

4δ²/Γ.

The lifetime is then finite, and it grows without limit as δ goes to zero.
